# One McWeeny step takes the idempotency error of averaged projectors from second to fourth order in their differences

Take two idempotent density matrices $P$ and $Q$ and average them, $D=\tfrac12(P+Q)$. Multiplying out gives
$$D^2-D=-\tfrac14(P-Q)^2,$$
so the average fails to be idempotent only at second order in the difference. If I then apply one McWeeny purification step, $M=3D^2-2D^3$, the remaining error seems to be of fourth order. I would like to know that this holds for any number of noncommuting densities, with weights that sum to one but may be negative, as in DIIS-type extrapolation. Is there a complete proof, checked by machine, with explicit bounds?

## The defect is a weighted sum of squared differences

Yes. Let $P_i^2=P_i$, let the real weights satisfy $\sum_i c_i=1$, and write $D=\sum_i c_iP_i$ and $R=D^2-D$. Keeping the order of the factors,
$$(P_i-P_j)^2=P_i+P_j-P_iP_j-P_jP_i .$$
Multiply by $c_ic_j$ and sum over both indices. Each of the first two terms gives $D$, because the free weight sums to one, and each of the two products gives $D^2$. Hence
$$\sum_{i,j}c_ic_j(P_i-P_j)^2=2D-2D^2,\qquad R=-\tfrac12\sum_{i,j}c_ic_j(P_i-P_j)^2 .$$

For the purification step, use $D^2=D+R$ and $D^3=D^2+DR=D+R+DR$. Since $R$ is a polynomial in $D$, the two commute, and
$$M=3D^2-2D^3=D+R-2DR=D+RU,\qquad U=1-2D .$$
The correction is itself proportional to the defect. With $U^2=1-4D+4D^2=1+4R$,
$$\begin{aligned}M^2-M&=(D^2-D)+(2D-1)RU+R^2U^2\\&=R-RU^2+R^2U^2\\&=R-R(1+4R)+R^2(1+4R)=R^2(4R-3).\end{aligned}$$

Now let $\|P_i-P_j\|\le\delta$ in a submultiplicative norm, and set $W=\sum_i|c_i|$ and $\varepsilon=W\delta$. The triangle inequality gives
$$\|R\|\le\tfrac12\sum_{i,j}|c_i||c_j|\delta^2=\frac{\varepsilon^2}{2},$$
$$\|M^2-M\|\le3\|R\|^2+4\|R\|^3\le\frac{\varepsilon^4}{4}(3+2\varepsilon^2).$$
The second bound is smaller than the first when $0<\varepsilon<1/\sqrt2$. Large weights of opposite sign increase $W$ and so use up that margin.

For real symmetric $P_i$ the trace of the defect is
$$\operatorname{tr}R=-\tfrac12\sum_{i,j}c_ic_j\sum_{a,b}\big[(P_i-P_j)_{ab}\big]^2 .$$
If all weights are positive, this vanishes only when all densities coincide. Negative weights can spoil the conclusion: $\mathrm{diag}(1,1,0,0)$, $\mathrm{diag}(0,0,1,1)$ and $\mathrm{diag}(1,0,1,0)$ with weights $1,1,-1$ combine to the idempotent $\mathrm{diag}(0,1,0,1)$.

The fourth power is sharp. Take the normalised orbitals $(x,y)$ and $(x,-y)$ with $x^2+y^2=1$, and put $t=2xy$. Their density matrices differ by $t$ in the off-diagonal elements only, so the difference squares to $t^2\mathbf 1$. The average is $\mathrm{diag}(x^2,y^2)$, with $R=-x^2y^2\,\mathbf 1=-\tfrac{t^2}{4}\mathbf 1$, and
$$M^2-M=-\frac{t^4(3+t^2)}{16}\,\mathbf 1 .$$
The coefficient of $t^4$ tends to $-3/16$ as $t\to0$, not to zero.

## The identities and bounds in Lean

```lean
import Mathlib

open Finset

namespace DensityMixingPurification

noncomputable section

variable {ι A : Type*} [Fintype ι]

/-- The mixed density `D = ∑ c_i P_i` built from stored densities `P_i` with weights `c_i`. -/
def mixed [Ring A] [Algebra ℝ A] (c : ι → ℝ) (P : ι → A) : A := ∑ i, c i • P i

/-- The idempotency defect `D² - D` of a density. -/
def defect [Ring A] (D : A) : A := D ^ 2 - D

/-- One McWeeny purification step, `3D² - 2D³`. -/
def purify [Ring A] (D : A) : A := 3 * D ^ 2 - 2 * D ^ 3

/-- For idempotent densities and weights summing to one, the defect of the mixed density is
minus one half of the weighted sum of squared density differences. -/
theorem defect_mixed [Ring A] [Algebra ℝ A] (c : ι → ℝ) (P : ι → A)
    (hc : ∑ i, c i = 1) (hP : ∀ i, IsIdempotentElem (P i)) :
    defect (mixed c P) =
      (-(1 / 2 : ℝ)) • ∑ i, ∑ j, (c i * c j) • (P i - P j) ^ 2 := by
  -- the square of the average, written in both orders of the factors
  have hsq : mixed c P * mixed c P = ∑ i, ∑ j, (c i * c j) • (P i * P j) := by
    simp only [mixed, Finset.sum_mul_sum, smul_mul_smul_comm]
  have hsq' : mixed c P * mixed c P = ∑ i, ∑ j, (c i * c j) • (P j * P i) := by
    rw [hsq]
    refine Finset.sum_comm.trans ?_
    refine Finset.sum_congr rfl fun i _ => Finset.sum_congr rfl fun j _ => ?_
    rw [mul_comm (c j) (c i)]
  -- normalisation of the weights removes one of the two sums
  have hl : ∑ i, ∑ j, (c i * c j) • P i = mixed c P := by
    simp only [mixed, ← Finset.sum_smul, ← Finset.mul_sum, hc, mul_one]
  have hr : ∑ i, ∑ j, (c i * c j) • P j = mixed c P := by
    refine Finset.sum_comm.trans ?_
    simp only [mixed, ← Finset.sum_smul, ← Finset.sum_mul, hc, one_mul]
  have h : ∀ i j, (c i * c j) • (P i - P j) ^ 2 =
      (c i * c j) • P i + (c i * c j) • P j -
        ((c i * c j) • (P i * P j) + (c i * c j) • (P j * P i)) := by
    intro i j
    have h2 : (P i - P j) ^ 2 = P i + P j - (P i * P j + P j * P i) := by
      calc (P i - P j) ^ 2
          = P i * P i + P j * P j - (P i * P j + P j * P i) := by noncomm_ring
        _ = P i + P j - (P i * P j + P j * P i) := by rw [(hP i).eq, (hP j).eq]
    rw [h2, smul_sub, smul_add, smul_add]
  have hexp : ∑ i, ∑ j, (c i * c j) • (P i - P j) ^ 2 =
      mixed c P + mixed c P - (mixed c P * mixed c P + mixed c P * mixed c P) := by
    simp only [h, Finset.sum_sub_distrib, Finset.sum_add_distrib]
    rw [hl, hr, ← hsq, ← hsq']
  rw [hexp, defect, sq]
  module

/-- Purification changes a density by its defect `R` times `1 - 2D`. -/
theorem purify_sub_self [Ring A] (D : A) :
    purify D - D = defect D * (1 - 2 * D) := by
  unfold purify defect
  noncomm_ring

/-- A purification step turns the defect `R` into `R²(4R - 3)`. -/
theorem defect_purify [Ring A] (D : A) :
    defect (purify D) = defect D ^ 2 * (4 * defect D - 3) := by
  unfold purify defect
  noncomm_ring

/-- If idempotent densities differ pairwise by at most `δ` in norm and the weights sum to one,
the defect of the mixed density is at most of second order in `δ`. -/
theorem norm_defect_mixed_le [NormedRing A] [NormedAlgebra ℝ A] (c : ι → ℝ) (P : ι → A)
    (hc : ∑ i, c i = 1) (hP : ∀ i, IsIdempotentElem (P i))
    (δ : ℝ) (hδ : ∀ i j, ‖P i - P j‖ ≤ δ) :
    ‖defect (mixed c P)‖ ≤ ((∑ i, |c i|) * δ) ^ 2 / 2 := by
  have hS : ‖∑ i, ∑ j, (c i * c j) • (P i - P j) ^ 2‖ ≤
      ∑ i, ∑ j, |c i| * |c j| * δ ^ 2 := by
    refine (norm_sum_le _ _).trans (Finset.sum_le_sum fun i _ =>
      (norm_sum_le _ _).trans (Finset.sum_le_sum fun j _ => ?_))
    rw [norm_smul, Real.norm_eq_abs, abs_mul]
    have h1 : ‖(P i - P j) ^ 2‖ ≤ δ ^ 2 :=
      (norm_pow_le' _ two_pos).trans (pow_le_pow_left₀ (norm_nonneg _) (hδ i j) 2)
    exact mul_le_mul_of_nonneg_left h1 (by positivity)
  have hw : ∑ i, ∑ j, |c i| * |c j| * δ ^ 2 = (∑ i, |c i|) ^ 2 * δ ^ 2 := by
    rw [sq (∑ i, |c i|), Finset.sum_mul_sum]
    simp only [Finset.sum_mul]
  have hhalf : ‖(-(1 / 2 : ℝ))‖ = 1 / 2 := by
    rw [norm_neg, Real.norm_of_nonneg (by norm_num)]
  rw [defect_mixed c P hc hP, norm_smul, hhalf, mul_pow]
  linarith

/-- If idempotent densities differ pairwise by at most `δ` in norm and the weights sum to one,
the defect of the purified mixed density is at most of fourth order in `δ`. -/
theorem norm_defect_purify_mixed_le [NormedRing A] [NormedAlgebra ℝ A]
    (c : ι → ℝ) (P : ι → A)
    (hc : ∑ i, c i = 1) (hP : ∀ i, IsIdempotentElem (P i))
    (δ : ℝ) (hδ : ∀ i j, ‖P i - P j‖ ≤ δ) :
    ‖defect (purify (mixed c P))‖ ≤
      ((∑ i, |c i|) * δ) ^ 4 / 4 * (3 + 2 * ((∑ i, |c i|) * δ) ^ 2) := by
  have hR := norm_defect_mixed_le c P hc hP δ hδ
  have hM := defect_purify (mixed c P)
  generalize defect (mixed c P) = R at hR hM
  have h4 : (4 : ℝ) • R ^ 3 = 4 * R ^ 3 := by rw [Algebra.smul_def, map_ofNat]
  have h3 : (3 : ℝ) • R ^ 2 = 3 * R ^ 2 := by rw [Algebra.smul_def, map_ofNat]
  have hM' : defect (purify (mixed c P)) = (4 : ℝ) • R ^ 3 - (3 : ℝ) • R ^ 2 := by
    rw [hM, h4, h3]
    noncomm_ring
  have n3 : ‖R ^ 3‖ ≤ ‖R‖ ^ 3 := norm_pow_le' R (by norm_num)
  have n2 : ‖R ^ 2‖ ≤ ‖R‖ ^ 2 := norm_pow_le' R (by norm_num)
  rw [hM']
  calc ‖(4 : ℝ) • R ^ 3 - (3 : ℝ) • R ^ 2‖
      ≤ ‖(4 : ℝ) • R ^ 3‖ + ‖(3 : ℝ) • R ^ 2‖ := norm_sub_le _ _
    _ = 4 * ‖R ^ 3‖ + 3 * ‖R ^ 2‖ := by simp only [norm_smul, Real.norm_ofNat]
    _ ≤ ‖R‖ ^ 2 * (3 + 4 * ‖R‖) := by linarith
    _ ≤ (((∑ i, |c i|) * δ) ^ 2 / 2) ^ 2 *
          (3 + 4 * (((∑ i, |c i|) * δ) ^ 2 / 2)) := by gcongr
    _ = _ := by ring

/-- For a real symmetric matrix the trace of the square is the sum of the squared elements. -/
theorem trace_sq_of_symm {n : Type*} [Fintype n] [DecidableEq n] (B : Matrix n n ℝ)
    (hB : B.transpose = B) : (B ^ 2).trace = ∑ a, ∑ b, B a b ^ 2 := by
  rw [sq B]
  simp only [Matrix.trace, Matrix.diag_apply, Matrix.mul_apply]
  refine Finset.sum_congr rfl fun a _ => Finset.sum_congr rfl fun b _ => ?_
  have h : B b a = B a b := congrFun (congrFun hB a) b
  rw [h, sq]

/-- For real symmetric idempotent density matrices and positive weights summing to one, the
mixed density is idempotent exactly when all the densities coincide. -/
theorem defect_mixed_eq_zero_iff {n : Type*} [Fintype n] [DecidableEq n]
    (c : ι → ℝ) (P : ι → Matrix n n ℝ) (hc : ∑ i, c i = 1) (hpos : ∀ i, 0 < c i)
    (hP : ∀ i, IsIdempotentElem (P i)) (hs : ∀ i, (P i).transpose = P i) :
    defect (mixed c P) = 0 ↔ ∀ i j, P i = P j := by
  constructor
  · intro h i j
    have htr : ∀ i j, ((P i - P j) ^ 2).trace = ∑ a, ∑ b, (P i - P j) a b ^ 2 :=
      fun i j => trace_sq_of_symm _ (by rw [Matrix.transpose_sub, hs, hs])
    -- the trace of the defect is a sum of terms of one sign
    have ht := congrArg Matrix.trace ((defect_mixed c P hc hP).symm.trans h)
    simp only [Matrix.trace_smul, Matrix.trace_sum, Matrix.trace_zero, smul_eq_mul, htr] at ht
    have hsum : ∑ i, ∑ j, c i * c j * ∑ a, ∑ b, (P i - P j) a b ^ 2 = 0 := by linarith
    have hn : ∀ i j, 0 ≤ c i * c j * ∑ a, ∑ b, (P i - P j) a b ^ 2 := fun i j =>
      mul_nonneg (mul_pos (hpos i) (hpos j)).le
        (Finset.sum_nonneg fun a _ => Finset.sum_nonneg fun b _ => sq_nonneg _)
    have h1 := (Finset.sum_eq_zero_iff_of_nonneg
      (fun i _ => Finset.sum_nonneg fun j _ => hn i j)).1 hsum i (Finset.mem_univ i)
    have h2 := (Finset.sum_eq_zero_iff_of_nonneg
      (fun j _ => hn i j)).1 h1 j (Finset.mem_univ j)
    have h3 := (mul_eq_zero.1 h2).resolve_left (mul_pos (hpos i) (hpos j)).ne'
    ext a b
    have h4 := (Finset.sum_eq_zero_iff_of_nonneg
      (fun a _ => Finset.sum_nonneg fun b _ => sq_nonneg _)).1 h3 a (Finset.mem_univ a)
    have h5 := (Finset.sum_eq_zero_iff_of_nonneg
      (fun b _ => sq_nonneg _)).1 h4 b (Finset.mem_univ b)
    have h6 : P i a b - P j a b = 0 := (pow_eq_zero_iff two_ne_zero).1 h5
    exact sub_eq_zero.1 h6
  · intro h
    have h0 : ∀ i j, (P i - P j) ^ 2 = 0 := fun i j => by
      rw [h i j, sub_self, zero_pow two_ne_zero]
    rw [defect_mixed c P hc hP]
    simp [h0]

/-- The density matrix of one orbital with real coefficients `(x, y)` in a two-function basis. -/
def orbitalDensity (x y : ℝ) : Matrix (Fin 2) (Fin 2) ℝ := !![x ^ 2, x * y; x * y, y ^ 2]

/-- A normalised orbital `(x, y)` has an idempotent density matrix. -/
theorem orbitalDensity_idempotent (x y : ℝ) (h : x ^ 2 + y ^ 2 = 1) :
    IsIdempotentElem (orbitalDensity x y) := by
  have h1 : orbitalDensity x y * orbitalDensity x y =
      (x ^ 2 + y ^ 2) • orbitalDensity x y := by
    ext i j
    fin_cases i <;> fin_cases j <;>
      simp [orbitalDensity, Matrix.mul_apply, Fin.sum_univ_two] <;> ring
  rw [IsIdempotentElem, h1, h, one_smul]

/-- For the normalised orbitals `(x, y)` and `(x, -y)` the density difference squares to
`(2xy)²` times the identity, and the purified equal-weight average has a defect whose leading
term is of fourth order in `2xy`. -/
theorem fourth_order_witness (x y : ℝ) (h : x ^ 2 + y ^ 2 = 1) :
    (orbitalDensity x y - orbitalDensity x (-y)) ^ 2 = ((2 * x * y) ^ 2) • 1 ∧
    defect (purify (mixed ![1 / 2, 1 / 2] ![orbitalDensity x y, orbitalDensity x (-y)])) =
      (-((2 * x * y) ^ 4 * (3 + (2 * x * y) ^ 2) / 16)) • 1 := by
  constructor
  · rw [sq (orbitalDensity x y - orbitalDensity x (-y))]
    ext i j
    fin_cases i <;> fin_cases j <;>
      simp [orbitalDensity, Matrix.mul_apply, Fin.sum_univ_two] <;> ring
  · -- the average is diagonal, with occupations `x²` and `y²`
    have hD : mixed ![1 / 2, 1 / 2] ![orbitalDensity x y, orbitalDensity x (-y)] =
        !![x ^ 2, 0; 0, y ^ 2] := by
      ext i j
      fin_cases i <;> fin_cases j <;>
        simp [mixed, orbitalDensity, Fin.sum_univ_two] <;> ring
    have hdiag : ∀ a b : ℝ, a + b = 1 →
        defect !![a, 0; 0, b] = (-(a * b)) • (1 : Matrix (Fin 2) (Fin 2) ℝ) := by
      intro a b hab
      obtain rfl : b = 1 - a := by linarith
      rw [defect, sq]
      ext i j
      fin_cases i <;> fin_cases j <;>
        simp <;> ring
    have hr : ∀ r : ℝ, (r • (1 : Matrix (Fin 2) (Fin 2) ℝ)) ^ 2 * (4 * (r • 1) - 3) =
        (r ^ 2 * (4 * r - 3)) • 1 := by
      intro r
      simp only [← Algebra.algebraMap_eq_smul_one, map_mul, map_sub, map_pow, map_ofNat]
    rw [defect_purify, hD, hdiag _ _ h, hr]
    congr 1
    ring

end

end DensityMixingPurification
```

```lean
#print axioms DensityMixingPurification.purify_sub_self
#print axioms DensityMixingPurification.norm_defect_purify_mixed_le
#print axioms DensityMixingPurification.defect_mixed_eq_zero_iff
#print axioms DensityMixingPurification.orbitalDensity_idempotent
```

```
'DensityMixingPurification.purify_sub_self' depends on axioms: [propext, Quot.sound]
'DensityMixingPurification.norm_defect_purify_mixed_le' depends on axioms: [propext, Classical.choice, Quot.sound]
'DensityMixingPurification.defect_mixed_eq_zero_iff' depends on axioms: [propext, Classical.choice, Quot.sound]
'DensityMixingPurification.orbitalDensity_idempotent' depends on axioms: [propext, Classical.choice, Quot.sound]
```

## What the Lean statements say about densities

The finite type `ι` labels the stored densities, `c : ι → ℝ` holds the weights, and `P : ι → A` the densities. The type `A` is any real associative algebra with a unit, so commutativity is never assumed; real and complex square matrices are both included. `IsIdempotentElem (P i)` says $P_iP_i=P_i$. The one-particle density matrix of a single determinant satisfies this in an orthonormal basis, with occupation one per occupied spin orbital. Such a matrix is also Hermitian, which the identities and the norm bounds do not assume. The hypothesis `hc` is the normalisation of the weights, which preserves the electron number when all the stored densities share it.

The definitions `mixed`, `defect` and `purify` are $D$, the map $D\mapsto D^2-D$, and the map $D\mapsto3D^2-2D^3$.

- `defect_mixed` is the formula for $R$.
- `purify_sub_self` and `defect_purify` hold for every element of every ring, whether or not it came from mixing.
- `norm_defect_mixed_le` and `norm_defect_purify_mixed_le` are the two bounds, with `∑ i, |c i|` in the role of $W$. They do not require the unit to have norm one, so the Frobenius norm is allowed.
- `defect_mixed_eq_zero_iff` is restricted to real symmetric matrices and strictly positive weights.
- `fourth_order_witness` gives the two-orbital example as exact equalities for every normalised $(x,y)$.

The result bears on SCF schemes that mix density matrices directly, but it concerns only the idempotency of one mixed density, built from finitely many stored ones. It does not address whether the SCF iteration converges, whether the energy falls, or whether $M$ is nearer to the self-consistent density. Fractional occupations, as in thermal smearing, violate the idempotency hypothesis from the start.

## How Lean reaches each result

In `defect_mixed`, `hsq` and `hsq'` write $D^2$ as a double sum with the factors in either order. The steps `hl` and `hr` use the normalisation to collapse the sums over $P_i$ and $P_j$ to $D$. The step `h` is the expansion of one squared difference, and `hexp` adds everything up to $2D-2D^2$. The tactic `module` then settles the factor $-\tfrac12$.

The two purification identities are polynomial identities in the single element $D$. After the definitions are unfolded, `noncomm_ring` expands both sides and compares them, which replaces the substitution through $U$ above.

The first norm bound applies the triangle inequality to the double sum and factors the result into $W^2\delta^2$. The second rewrites $R^2(4R-3)$ as $4R^3-3R^2$, bounds the two powers separately, and inserts the first bound by `gcongr`.

For the equality criterion, `trace_sq_of_symm` turns the trace of a squared symmetric matrix into a sum of squared elements. Taking the trace of `defect_mixed` then gives a vanishing sum of nonnegative terms. Repeated use of `Finset.sum_eq_zero_iff_of_nonneg` forces each term, and finally each matrix element of $P_i-P_j$, to be zero. The converse is immediate, since every difference vanishes.

For the example, `orbitalDensity_idempotent` confirms that a normalised orbital satisfies the idempotency hypothesis. In `fourth_order_witness`, `hD` computes the diagonal average, `hdiag` finds its defect as a multiple of the identity, and `defect_purify` supplies the purified error.

## The purification step in an SCF code

In an orthonormal basis, mixing and purification take three lines of Python with NumPy arrays:

```python
D = sum(c * P for c, P in zip(weights, densities))
D2 = D @ D
M = 3 * D2 - 2 * D2 @ D
```

The norm of `D2 - D` measures the defect before purification and needs no further matrix product. In a nonorthogonal basis with overlap matrix $S$, the step reads $M=3DSD-2DSDSD$. A closed-shell total density, which carries occupation two, has to be halved first.

The electron number should be checked afterwards, because purification does not conserve the trace in general. Averaging three mutually orthogonal one-orbital densities in a three-function basis gives $\mathbf 1/3$, with trace $1$; the purified matrix is $7\cdot\mathbf 1/27$, with trace $7/9$.
